# The Vineyard rate formula for a harmonic well and a harmonic saddle surface

When the barrier is high compared with the thermal energy, an atom next to a vacancy in a crystal vibrates about its site many times before a thermal fluctuation carries it over the barrier into the empty one. Classical transition-state theory, which counts every forward crossing of the barrier as a jump, gives a closed-form estimate of the jump rate if the energy is taken as quadratic both around the minimum and within the surface through the saddle point that separates the two sites.

In Lean 4 with Mathlib:

```lean
import Mathlib

open MeasureTheory Filter Topology
open scoped Real

namespace VineyardRate

noncomputable section

/-- Harmonic potential energy with minimum value `E` and normal-mode frequencies `w`,
in mass-weighted normal coordinates `x`. -/
def harmonicPotential {ι : Type*} [Fintype ι] (E : ℝ) (w : ι → ℝ) (x : ι → ℝ) : ℝ :=
  E + ∑ i, w i ^ 2 * x i ^ 2 / 2

/-- Classical configurational integral of the potential `V` at temperature `T`
(in energy units). -/
def configIntegral {ι : Type*} [Fintype ι] (T : ℝ) (V : (ι → ℝ) → ℝ) : ℝ :=
  ∫ x : ι → ℝ, Real.exp (-V x / T)

/-- Maxwell average of the mass-weighted velocity along one direction, where only
forward motion contributes. -/
def meanForwardVelocity (T : ℝ) : ℝ :=
  (∫ v in Set.Ioi (0 : ℝ), v * Real.exp (-(v ^ 2 / 2) / T)) /
    ∫ v : ℝ, Real.exp (-(v ^ 2 / 2) / T)

/-- Transition-state rate: mean forward velocity times the configurational integral over the
dividing surface, divided by the configurational integral over the well. -/
def tstRate {n : ℕ} (T : ℝ) (Vsaddle : (Fin n → ℝ) → ℝ)
    (Vwell : (Fin (n + 1) → ℝ) → ℝ) : ℝ :=
  meanForwardVelocity T * configIntegral T Vsaddle / configIntegral T Vwell

/-- The configurational integral of a single harmonic mode of frequency `a`. -/
theorem integral_mode {T a : ℝ} (hT : 0 < T) (ha : 0 < a) :
    ∫ y : ℝ, Real.exp (-(a ^ 2 / (2 * T)) * y ^ 2) = Real.sqrt (2 * π * T) / a := by
  have h : π / (a ^ 2 / (2 * T)) = 2 * π * T / a ^ 2 := by field_simp
  rw [integral_gaussian, h, Real.sqrt_div (by positivity), Real.sqrt_sq ha.le]

/-- The configurational integral of a set of independent harmonic modes above the
energy `E`. -/
theorem configIntegral_harmonic {ι : Type*} [Fintype ι] {T : ℝ} (hT : 0 < T) (E : ℝ)
    {w : ι → ℝ} (hw : ∀ i, 0 < w i) :
    configIntegral T (harmonicPotential E w) =
      Real.exp (-E / T) * (Real.sqrt (2 * π * T) ^ Fintype.card ι / ∏ i, w i) := by
  -- the Boltzmann factor is a product over the modes
  have h1 : ∀ x : ι → ℝ, Real.exp (-harmonicPotential E w x / T) =
      Real.exp (-E / T) * ∏ i, Real.exp (-(w i ^ 2 / (2 * T)) * x i ^ 2) := by
    intro x
    have h2 : ∑ i, -(w i ^ 2 / (2 * T)) * x i ^ 2 =
        -((∑ i, w i ^ 2 * x i ^ 2 / 2) / T) := by
      rw [Finset.sum_div, ← Finset.sum_neg_distrib]
      refine Finset.sum_congr rfl fun i _ => ?_
      ring
    rw [← Real.exp_sum, ← Real.exp_add, h2]
    congr 1
    unfold harmonicPotential
    ring
  -- hence the integral is a product of one-dimensional Gaussian integrals
  have h3 : ∫ x : ι → ℝ, ∏ i, Real.exp (-(w i ^ 2 / (2 * T)) * x i ^ 2) =
      ∏ i, ∫ y : ℝ, Real.exp (-(w i ^ 2 / (2 * T)) * y ^ 2) :=
    integral_fintype_prod_volume_eq_prod
      (f := fun (i : ι) (y : ℝ) => Real.exp (-(w i ^ 2 / (2 * T)) * y ^ 2))
  unfold configIntegral
  simp_rw [h1]
  rw [integral_const_mul, h3, Finset.prod_congr rfl fun i _ => integral_mode hT (hw i),
    Finset.prod_div_distrib, Finset.prod_const, Finset.card_univ]

/-- The unnormalised forward flux of a Maxwell velocity distribution equals the
temperature. -/
theorem integral_forward_flux {T : ℝ} (hT : 0 < T) :
    ∫ v in Set.Ioi (0 : ℝ), v * Real.exp (-(v ^ 2 / 2) / T) = T := by
  have hc : -1 / (2 * T) < 0 := div_neg_of_neg_of_pos (by norm_num) (by positivity)
  -- an antiderivative of the integrand
  have hd : ∀ v ∈ Set.Ici (0 : ℝ),
      HasDerivAt (fun y : ℝ => -T * Real.exp (-1 / (2 * T) * y ^ 2))
        (v * Real.exp (-(v ^ 2 / 2) / T)) v := by
    intro v _
    have hsq : HasDerivAt (fun y : ℝ => y ^ 2) (2 * v) v := by
      simpa using hasDerivAt_pow 2 v
    have he : -(v ^ 2 / 2) / T = -1 / (2 * T) * v ^ 2 := by ring
    have hk : -T * (-1 / (2 * T) * 2) = 1 := by field_simp
    refine ((hsq.const_mul (-1 / (2 * T))).exp.const_mul (-T)).congr_deriv ?_
    rw [he]
    linear_combination (v * Real.exp (-1 / (2 * T) * v ^ 2)) * hk
  have hl : Tendsto (fun y : ℝ => -T * Real.exp (-1 / (2 * T) * y ^ 2)) atTop (𝓝 0) := by
    have h := (Real.tendsto_exp_atBot.comp
      (Tendsto.const_mul_atTop_of_neg hc
        (tendsto_pow_atTop (α := ℝ) two_ne_zero))).const_mul (-T)
    rw [mul_zero] at h
    exact h
  rw [integral_Ioi_of_hasDerivAt_of_nonneg' hd
    (fun v hv => mul_nonneg (le_of_lt hv) (Real.exp_pos _).le) hl]
  simp

/-- The mean forward thermal velocity is `√(T / 2π)`. -/
theorem meanForwardVelocity_eq {T : ℝ} (hT : 0 < T) :
    meanForwardVelocity T = Real.sqrt (T / (2 * π)) := by
  have hq : 0 < Real.sqrt (2 * π * T) := Real.sqrt_pos.mpr (by positivity)
  have hZ : ∫ v : ℝ, Real.exp (-(v ^ 2 / 2) / T) = Real.sqrt (2 * π * T) := by
    have h := integral_mode hT one_pos
    rw [div_one] at h
    rw [← h]
    congr 1
    funext v
    congr 1
    ring
  have hm : T / (2 * π) * (2 * π * T) = T ^ 2 := by field_simp
  rw [meanForwardVelocity, integral_forward_flux hT, hZ, div_eq_iff hq.ne',
    ← Real.sqrt_mul (by positivity), hm, Real.sqrt_sq hT.le]

/-- Vineyard formula: the harmonic transition-state rate is the product of the well
frequencies over the product of the saddle frequencies, times `exp (-E / T) / 2π`. -/
theorem vineyard_rate {n : ℕ} {T : ℝ} (hT : 0 < T) (E : ℝ) {w : Fin (n + 1) → ℝ}
    {s : Fin n → ℝ} (hw : ∀ i, 0 < w i) (hs : ∀ i, 0 < s i) :
    tstRate T (harmonicPotential E s) (harmonicPotential 0 w) =
      (∏ i, w i) / (∏ i, s i) * Real.exp (-E / T) / (2 * π) := by
  have hW : (∏ i, w i) ≠ 0 := (Finset.prod_pos fun i _ => hw i).ne'
  have hS : (∏ i, s i) ≠ 0 := (Finset.prod_pos fun i _ => hs i).ne'
  have hq : Real.sqrt (2 * π * T) ≠ 0 := (Real.sqrt_pos.mpr (by positivity)).ne'
  have hv : Real.sqrt (T / (2 * π)) = Real.sqrt (2 * π * T) / (2 * π) := by
    have h : T / (2 * π) = 2 * π * T / (2 * π) ^ 2 := by field_simp
    rw [h, Real.sqrt_div (by positivity), Real.sqrt_sq (by positivity)]
  rw [tstRate, meanForwardVelocity_eq hT, configIntegral_harmonic hT E hs,
    configIntegral_harmonic hT 0 hw, hv]
  simp only [Fintype.card_fin, neg_zero, zero_div, Real.exp_zero, one_mul]
  -- the factor `√(2πT)` of the extra well mode cancels the one in the thermal velocity
  generalize Real.sqrt (2 * π * T) = q at hq ⊢
  generalize Real.exp (-E / T) = e
  generalize (∏ i, w i) = W at hW ⊢
  generalize (∏ i, s i) = S at hS ⊢
  rw [pow_succ]
  field_simp

/-- If the transverse frequencies are the same in the well and at the saddle, the prefactor
is the remaining well frequency `w₀` over `2π`. -/
theorem vineyard_rate_unchanged_modes {n : ℕ} {T w₀ : ℝ} (hT : 0 < T) (E : ℝ)
    (h₀ : 0 < w₀) {s : Fin n → ℝ} (hs : ∀ i, 0 < s i) :
    tstRate T (harmonicPotential E s)
      (harmonicPotential 0 (Fin.cons w₀ s : Fin (n + 1) → ℝ)) =
      w₀ / (2 * π) * Real.exp (-E / T) := by
  have hS : (∏ i, s i) ≠ 0 := (Finset.prod_pos fun i _ => hs i).ne'
  have hw : ∀ i, 0 < (Fin.cons w₀ s : Fin (n + 1) → ℝ) i := by
    intro i
    refine Fin.cases ?_ (fun j => ?_) i
    · simpa using h₀
    · simpa using hs j
  rw [vineyard_rate hT E hw hs, Fin.prod_univ_succ]
  simp only [Fin.cons_zero, Fin.cons_succ]
  rw [mul_div_cancel_right₀ _ hS]
  ring

/-- Multiplying every frequency, in the well and at the saddle, by `c` multiplies the
rate by `c`. -/
theorem vineyard_rate_scaling {n : ℕ} {T c : ℝ} (hT : 0 < T) (hc : 0 < c) (E : ℝ)
    {w : Fin (n + 1) → ℝ} {s : Fin n → ℝ} (hw : ∀ i, 0 < w i) (hs : ∀ i, 0 < s i) :
    tstRate T (harmonicPotential E fun i => c * s i) (harmonicPotential 0 fun i => c * w i) =
      c * tstRate T (harmonicPotential E s) (harmonicPotential 0 w) := by
  have hcn : c ^ n ≠ 0 := (pow_pos hc n).ne'
  rw [vineyard_rate hT E (fun i => mul_pos hc (hw i)) (fun i => mul_pos hc (hs i)),
    vineyard_rate hT E hw hs]
  simp only [Finset.prod_mul_distrib, Finset.prod_const, Finset.card_univ, Fintype.card_fin]
  rw [pow_succ, mul_assoc (c ^ n), mul_div_mul_left _ _ hcn]
  ring

/-- Arrhenius relation: the logarithms of the rates at two temperatures differ by the barrier
`E` times the difference of the inverse temperatures. -/
theorem arrhenius_two_temperatures {n : ℕ} {T₁ T₂ : ℝ} (h₁ : 0 < T₁) (h₂ : 0 < T₂) (E : ℝ)
    {w : Fin (n + 1) → ℝ} {s : Fin n → ℝ} (hw : ∀ i, 0 < w i) (hs : ∀ i, 0 < s i) :
    Real.log (tstRate T₁ (harmonicPotential E s) (harmonicPotential 0 w)) -
      Real.log (tstRate T₂ (harmonicPotential E s) (harmonicPotential 0 w)) =
      E * (1 / T₂ - 1 / T₁) := by
  have hW : 0 < ∏ i, w i := Finset.prod_pos fun i _ => hw i
  have hS : 0 < ∏ i, s i := Finset.prod_pos fun i _ => hs i
  have hA : (∏ i, w i) / (∏ i, s i) / (2 * π) ≠ 0 :=
    (div_pos (div_pos hW hS) (by positivity)).ne'
  -- the logarithm of the rate is linear in the inverse temperature
  have key : ∀ T : ℝ, 0 < T →
      Real.log (tstRate T (harmonicPotential E s) (harmonicPotential 0 w)) =
        Real.log ((∏ i, w i) / (∏ i, s i) / (2 * π)) + -E / T := by
    intro T hT
    rw [vineyard_rate hT E hw hs, mul_div_right_comm, Real.log_mul hA (Real.exp_pos _).ne',
      Real.log_exp]
  rw [key T₁ h₁, key T₂ h₂]
  ring

end

end VineyardRate
```

```lean
#print axioms VineyardRate.vineyard_rate
-- 'VineyardRate.vineyard_rate' depends on axioms: [propext, Classical.choice, Quot.sound]
#print axioms VineyardRate.vineyard_rate_unchanged_modes
-- 'VineyardRate.vineyard_rate_unchanged_modes' depends on axioms: [propext, Classical.choice, Quot.sound]
#print axioms VineyardRate.vineyard_rate_scaling
-- 'VineyardRate.vineyard_rate_scaling' depends on axioms: [propext, Classical.choice, Quot.sound]
#print axioms VineyardRate.arrhenius_two_temperatures
-- 'VineyardRate.arrhenius_two_temperatures' depends on axioms: [propext, Classical.choice, Quot.sound]
```

**The rate and its ingredients**

The theorem `vineyard_rate` concerns a well with n+1 modes of angular frequencies w_0, …, w_n and a dividing surface with n modes of angular frequencies s_0, …, s_(n−1). For temperature T > 0 and positive frequencies it states

rate = (∏ w_i / ∏ s_i) · exp(−E/T) / (2π).

Here E is the saddle energy measured from the well minimum. The theorem allows any real E, although a barrier has E > 0. Temperature is in energy units (k_B = 1), and coordinates are mass-weighted, so the kinetic energy per mode is v²/2.

The rate itself is a definition, `tstRate`: the mean forward velocity through the surface, times the integral of exp(−V/T) over the surface, divided by the same integral over the well. This is the transition-state assumption: the well is in thermal equilibrium, and every forward crossing counts as a jump. `meanForwardVelocity` averages over the whole Maxwell distribution, with backward velocities contributing zero.

The motion is classical. The two functions `harmonicPotential 0 w` and `harmonicPotential E s` are separate inputs, each quadratic over its whole space; no single energy surface joining them is constructed. Positive frequencies mean that every mode included is bound, so free translations must be removed beforehand, and the unstable direction at the saddle is left out of s.

**From Gaussian integrals to the prefactor**

For one mode of frequency a, the Gaussian integral gives

∫ exp(−a²y²/(2T)) dy = √(2πT) / a.

This is `integral_mode`. With several modes the exponential of the sum is a product, and the integral factorises. The surface and the well therefore give

Z_s = exp(−E/T) · (√(2πT))ⁿ / ∏ s_i

Z_w = (√(2πT))ⁿ⁺¹ / ∏ w_i.

Both are instances of `configIntegral_harmonic`, where `h1` splits the Boltzmann factor and `h3` splits the integral.

For the velocity, −T exp(−v²/(2T)) is an antiderivative of v exp(−v²/(2T)). It rises from −T at v = 0 to 0 as v → ∞, so

∫₀^∞ v exp(−v²/(2T)) dv = T.

`integral_forward_flux` checks the derivative and the limit, then applies the fundamental theorem of calculus on the half-line. The Maxwell normalisation is the one-mode integral with a = 1, so `meanForwardVelocity_eq` obtains

T / √(2πT) = √(T/(2π)) = √(2πT) / (2π).

Multiplying by Z_s / Z_w leaves

rate = [√(2πT)/(2π)] · exp(−E/T) · (∏ w_i / ∏ s_i) / √(2πT).

The factor √(2πT) from the extra mode of the well cancels the one in the thermal velocity, so the prefactor does not depend on temperature. In `vineyard_rate` this cancellation is the final `field_simp`, after the square root, the exponential and the two products have been replaced by single letters.

**One dimension, and three consequences**

For n = 0 the dividing surface is a single point and the product over s is empty, so the rate is

w_0 exp(−E/T) / (2π),

the vibration frequency in cycles per unit time multiplied by a Boltzmann factor. `vineyard_rate_unchanged_modes` finds the same form for any n when the well has the frequencies w₀, s_0, …, s_(n−1): the shared factors cancel.

If every frequency is multiplied by c > 0 at fixed E and T, the well contributes cⁿ⁺¹ and the saddle cⁿ, so the rate is multiplied by c (`vineyard_rate_scaling`). Multiplying all masses by μ, with the potential energy unchanged, corresponds to c = 1/√μ.

The logarithm of the rate is a constant minus E/T, so with E and the frequencies the same at both temperatures, subtracting its values at T₁ and T₂ removes the prefactor:

ln rate(T₁) − ln rate(T₂) = E (1/T₂ − 1/T₁).

This is `arrhenius_two_temperatures`; for T₁ ≠ T₂ it determines E from two rates.

In atomistic simulation, the formula turns a computed barrier and the normal-mode frequencies at the minimum and the saddle into an estimated jump rate, within the classical harmonic approximation and without recrossing.
